# The in-plane-averaged Coulomb kernel cut off at $R$ is zero at $G=n\pi/R$ for nonzero even $n$ and $8\pi/G^2$ for odd $n$

## Why do half of the charge waves give no potential?

My Poisson solver treats an isolated slab in a periodic cell of length $2R$ by cutting off the Coulomb interaction at distance $R$ along the normal $z$. For the in-plane average, its kernel at wave number $G=n\pi/R$ is $8\pi/G^2$ for odd $n$ and zero for nonzero even $n$. Poisson's equation gives $4\pi/G^2$ for every $n\neq0$. Hasn't the solver thrown away half of the charge?

## The doubled odd waves make up for the missing even ones

Both values are right, and no charge is lost if the slab is no thicker than $R$. Let $\rho(z)$ be its in-plane-averaged charge density, repeated with period $2R$. The odd-$n$ waves change sign under a shift by $R$, so together they form $[\rho(z)-\rho(z+R)]/2$. Inside the slab $\rho(z+R)=0$, which leaves $\rho/2$, and the doubled factor $8\pi/G^2$ restores the source $4\pi\rho$. This superposition for a localised charge is the step from the theorems below to a real slab, and it is argued here only in prose.

The kernel itself comes from a uniform sheet of unit surface charge, whose potential in Gaussian units is $-2\pi|z|$, with its zero on the sheet. The integrand is even, so for $R>0$

$$K_R(G)=\int_{-R}^{R}-2\pi|z|\cos(Gz)\,dz=-4\pi\int_0^R z\cos(Gz)\,dz .$$

For $G\neq0$, integration by parts gives the antiderivative

$$F(z)=\frac{z\sin Gz}{G}+\frac{\cos Gz}{G^2},\qquad F'(z)=\frac{\sin Gz}{G}+z\cos Gz-\frac{\sin Gz}{G}=z\cos Gz .$$

Hence $F(R)-F(0)=R\sin(GR)/G+(\cos GR-1)/G^2$, and

$$K_R(G)=\frac{4\pi(1-\cos GR)}{G^2}-\frac{4\pi R\sin GR}{G}.$$

At $G=n\pi/R$ the sine vanishes and the cosine is $(-1)^n$, so $K_R=4\pi[1-(-1)^n]/G^2$, which is your pair of values. At $G=0$ the integral is $-4\pi\cdot R^2/2=-2\pi R^2$.

To see that $K_R$ is the factor a solver needs, take a charge wave with phase $\varphi$ and expand

$$\cos(G(z-s)+\varphi)=\cos(Gz+\varphi)\cos Gs+\sin(Gz+\varphi)\sin Gs .$$

Integrated against $-2\pi|s|$ over $[-R,R]$, the second term is odd in $s$ and vanishes. The first returns the wave times $K_R(G)$.

The grid values don't extend to other $G$. At $G=\pi/(2R)$,

$$K_R=\frac{16R^2}{\pi}-8R^2=\frac{8R^2(2-\pi)}{\pi}<0 .$$

In the Lean file, `sheetPotential` is the full potential $-2\pi|z|$; the cutoff sits in the integration limits of `slabKernel R G`, which is defined as the integral and not as its closed form. `slabKernel_eq` gives the closed form for real $R\ge0$ and $G\neq0$. `slabKernel_even` and `slabKernel_odd` take $R>0$ and an integer `n`, negative values included; the even case also requires `n ≠ 0`. `potential_of_charge_wave` holds for all real $R$, $G$, $\varphi$ and $z$.

The result bears on plane-wave electronic-structure calculations for surfaces and layered materials, but only on the part of the charge with zero in-plane wave vector.

```lean
import Mathlib

open scoped Real

namespace SlabTruncatedPoisson

noncomputable section

/-- Electrostatic potential, in Gaussian units, at height `z` above a uniform sheet of
unit surface charge, with its zero chosen on the sheet. -/
def sheetPotential (z : ℝ) : ℝ := -2 * π * |z|

/-- Cosine transform at wave number `G` of the sheet potential cut off at distance `R`. -/
def slabKernel (R G : ℝ) : ℝ :=
  ∫ z in (-R)..R, sheetPotential z * Real.cos (G * z)

/-- Away from the sheet the potential has slope `-2π` above and `2π` below. -/
theorem hasDerivAt_sheetPotential {z : ℝ} (hz : z ≠ 0) :
    HasDerivAt sheetPotential (-2 * π * (SignType.sign z : ℝ)) z := by
  unfold sheetPotential
  exact (hasDerivAt_abs hz).const_mul (-2 * π)

/-- The sheet potential is continuous, also across the sheet. -/
theorem continuous_sheetPotential : Continuous sheetPotential := by
  unfold sheetPotential
  exact continuous_const.mul continuous_abs

/-- The first moment of a cosine wave of nonzero wave number `G` over `[0, R]`. -/
theorem integral_mul_cos (R : ℝ) {G : ℝ} (hG : G ≠ 0) :
    ∫ z in (0 : ℝ)..R, z * Real.cos (G * z) =
      R * Real.sin (G * R) / G + (Real.cos (G * R) - 1) / G ^ 2 := by
  -- an explicit antiderivative, as found by integration by parts
  have h : ∀ z : ℝ, HasDerivAt
      (fun z : ℝ => z * Real.sin (G * z) / G + Real.cos (G * z) / G ^ 2)
      (z * Real.cos (G * z)) z := by
    intro z
    have hl : HasDerivAt (fun z : ℝ => G * z) G z := by
      simpa using (hasDerivAt_id z).const_mul G
    have h1 := ((hasDerivAt_id' z).fun_mul hl.sin).div_const G
    have h2 := hl.cos.div_const (G ^ 2)
    refine (h1.fun_add h2).congr_deriv ?_
    field_simp
    ring
  have hc : Continuous (fun z : ℝ => z * Real.cos (G * z)) := by fun_prop
  rw [intervalIntegral.integral_eq_sub_of_hasDerivAt (fun z _ => h z)
    (hc.intervalIntegrable 0 R)]
  simp only [mul_zero, Real.sin_zero, Real.cos_zero, zero_div]
  ring

/-- By mirror symmetry about the sheet, the kernel for a cutoff `R ≥ 0` is an integral
over the upper half of the range. -/
theorem slabKernel_eq_half {R : ℝ} (hR : 0 ≤ R) (G : ℝ) :
    slabKernel R G = -4 * π * ∫ z in (0 : ℝ)..R, z * Real.cos (G * z) := by
  have hc : Continuous (fun z : ℝ => sheetPotential z * Real.cos (G * z)) :=
    continuous_sheetPotential.mul (by fun_prop)
  -- the lower half contributes as much as the upper half
  have hneg : ∫ z in (-R)..0, sheetPotential z * Real.cos (G * z) =
      ∫ z in (0 : ℝ)..R, sheetPotential z * Real.cos (G * z) := by
    have h := intervalIntegral.integral_comp_neg (a := 0) (b := R)
      (fun z : ℝ => sheetPotential z * Real.cos (G * z))
    simp only [sheetPotential, abs_neg, mul_neg, Real.cos_neg, neg_zero] at h
    simp only [sheetPotential]
    exact h.symm
  have hpos : ∫ z in (0 : ℝ)..R, sheetPotential z * Real.cos (G * z) =
      -2 * π * ∫ z in (0 : ℝ)..R, z * Real.cos (G * z) := by
    rw [← intervalIntegral.integral_const_mul]
    refine intervalIntegral.integral_congr fun z hz => ?_
    rw [Set.uIcc_of_le hR] at hz
    simp only [sheetPotential, abs_of_nonneg hz.1]
    ring
  unfold slabKernel
  rw [← intervalIntegral.integral_add_adjacent_intervals
    (hc.intervalIntegrable (-R) 0) (hc.intervalIntegrable 0 R), hneg, hpos]
  ring

/-- Closed form of the truncated slab kernel for a cutoff `R ≥ 0` and a nonzero
wave number `G` normal to the slab. -/
theorem slabKernel_eq {R G : ℝ} (hR : 0 ≤ R) (hG : G ≠ 0) :
    slabKernel R G =
      4 * π * (1 - Real.cos (G * R)) / G ^ 2 - 4 * π * R * Real.sin (G * R) / G := by
  rw [slabKernel_eq_half hR, integral_mul_cos R hG]
  ring

/-- At zero wave number the kernel with cutoff `R ≥ 0` is finite and equals `-2πR²`. -/
theorem slabKernel_zero {R : ℝ} (hR : 0 ≤ R) : slabKernel R 0 = -2 * π * R ^ 2 := by
  rw [slabKernel_eq_half hR]
  simp only [zero_mul, Real.cos_zero, mul_one, integral_id]
  ring

/-- On the reciprocal grid `G = nπ/R` of a cell of length `2R`, with `R > 0` and `n ≠ 0`,
the kernel is `4π/G²` times `1 - (-1)^n`. -/
theorem slabKernel_grid {R : ℝ} (hR : 0 < R) {n : ℤ} (hn : n ≠ 0) :
    slabKernel R (n * π / R) = 4 * π * (1 - (-1) ^ n) / (n * π / R) ^ 2 := by
  have hG : (n : ℝ) * π / R ≠ 0 :=
    div_ne_zero (mul_ne_zero (Int.cast_ne_zero.mpr hn) Real.pi_ne_zero) hR.ne'
  -- the sine term drops out at the grid points
  rw [slabKernel_eq hR.le hG, div_mul_cancel₀ _ hR.ne', Real.sin_int_mul_pi,
    Real.cos_int_mul_pi, mul_zero, zero_div, sub_zero]

/-- For `R > 0` the kernel vanishes at every grid point `G = nπ/R` with `n` even and
nonzero. -/
theorem slabKernel_even {R : ℝ} (hR : 0 < R) {n : ℤ} (hn : n ≠ 0) (he : Even n) :
    slabKernel R (n * π / R) = 0 := by
  rw [slabKernel_grid hR hn, he.neg_one_zpow, sub_self, mul_zero, zero_div]

/-- For `R > 0` the kernel equals `8π/G²` at every grid point `G = nπ/R` with `n` odd. -/
theorem slabKernel_odd {R : ℝ} (hR : 0 < R) {n : ℤ} (ho : Odd n) :
    slabKernel R (n * π / R) = 8 * π / (n * π / R) ^ 2 := by
  have hn : n ≠ 0 := by
    rintro rfl
    exact absurd ho (by decide)
  rw [slabKernel_grid hR hn, ho.neg_one_zpow]
  congr 1
  ring

/-- Convolving the truncated sheet potential with a charge wave of any phase `φ` returns
the same wave multiplied by the kernel. -/
theorem potential_of_charge_wave (R G φ z : ℝ) :
    ∫ s in (-R)..R, sheetPotential s * Real.cos (G * (z - s) + φ) =
      slabKernel R G * Real.cos (G * z + φ) := by
  have hcos : Continuous (fun s : ℝ => sheetPotential s * Real.cos (G * s)) :=
    continuous_sheetPotential.mul (by fun_prop)
  have hsin : Continuous (fun s : ℝ => sheetPotential s * Real.sin (G * s)) :=
    continuous_sheetPotential.mul (by fun_prop)
  -- the odd part integrates to zero
  have hodd : ∫ s in (-R)..R, sheetPotential s * Real.sin (G * s) = 0 := by
    have h := intervalIntegral.integral_comp_neg (a := -R) (b := R)
      (fun s : ℝ => sheetPotential s * Real.sin (G * s))
    simp only [sheetPotential, abs_neg, mul_neg, Real.sin_neg, neg_neg,
      intervalIntegral.integral_neg] at h
    simp only [sheetPotential]
    linarith
  have hpt : ∀ s : ℝ, sheetPotential s * Real.cos (G * (z - s) + φ) =
      Real.cos (G * z + φ) * (sheetPotential s * Real.cos (G * s)) +
      Real.sin (G * z + φ) * (sheetPotential s * Real.sin (G * s)) := by
    intro s
    rw [show G * (z - s) + φ = (G * z + φ) - G * s by ring, Real.cos_sub]
    ring
  simp_rw [hpt]
  rw [intervalIntegral.integral_add
    ((hcos.intervalIntegrable (-R) R).const_mul (Real.cos (G * z + φ)))
    ((hsin.intervalIntegrable (-R) R).const_mul (Real.sin (G * z + φ))),
    intervalIntegral.integral_const_mul, intervalIntegral.integral_const_mul, hodd,
    slabKernel]
  ring

/-- For `R > 0` the kernel is negative at the wave number `G = π/(2R)`, halfway between
the first two grid points. -/
theorem slabKernel_neg_off_grid {R : ℝ} (hR : 0 < R) : slabKernel R (π / (2 * R)) < 0 := by
  have hπ := Real.pi_pos
  have hG : π / (2 * R) ≠ 0 := by positivity
  have hGR : π / (2 * R) * R = π / 2 := by field_simp
  rw [slabKernel_eq hR.le hG, hGR, Real.cos_pi_div_two, Real.sin_pi_div_two]
  have h : 4 * π * (1 - 0) / (π / (2 * R)) ^ 2 - 4 * π * R * 1 / (π / (2 * R)) =
      8 * R ^ 2 * (2 - π) / π := by
    field_simp
    ring
  rw [h]
  -- the sign is decided by π > 2
  exact div_neg_of_neg_of_pos
    (mul_neg_of_pos_of_neg (by positivity) (by linarith [Real.pi_gt_three])) hπ

end

end SlabTruncatedPoisson
```

```lean
#print axioms SlabTruncatedPoisson.slabKernel_even
#print axioms SlabTruncatedPoisson.slabKernel_odd
#print axioms SlabTruncatedPoisson.potential_of_charge_wave
#print axioms SlabTruncatedPoisson.slabKernel_neg_off_grid
```

```
'SlabTruncatedPoisson.slabKernel_even' depends on axioms: [propext, Classical.choice, Quot.sound]
'SlabTruncatedPoisson.slabKernel_odd' depends on axioms: [propext, Classical.choice, Quot.sound]
'SlabTruncatedPoisson.potential_of_charge_wave' depends on axioms: [propext, Classical.choice, Quot.sound]
'SlabTruncatedPoisson.slabKernel_neg_off_grid' depends on axioms: [propext, Classical.choice, Quot.sound]
```

`hasDerivAt_sheetPotential` checks the slope of the potential, $\mp2\pi$ above and below the sheet. `integral_mul_cos` evaluates the half-range integral, and `slabKernel_eq_half` does the folding: `hneg` reflects the lower half onto the upper, and `hpos` replaces $|z|$ by $z$ there. `slabKernel_eq` combines the two, while `slabKernel_zero` treats $G=0$ separately. `slabKernel_grid` inserts $\sin n\pi=0$ and $\cos n\pi=(-1)^n$, and the parity theorems then evaluate the sign. In the convolution theorem, `hpt` is the cosine expansion and `hodd` removes the odd part. `slabKernel_neg_off_grid` settles the sign from $\pi>3$.

The Mathlib lemma that produces the closed form is `intervalIntegral.integral_eq_sub_of_hasDerivAt`, a version of the fundamental theorem of calculus. It doesn't search for an antiderivative. It asks for a function with the stated derivative at every point of the interval, and for integrability of that derivative. The first is `h`, where `field_simp` and `ring` confirm that the two sine terms cancel as in $F'$ above; the second follows from continuity, `hc`. The lemma then returns $F(R)-F(0)$.
